# In a linearized multireference ansatz, a reference with nonzero coefficient has its amplitudes fixed by the target state and the other references' amplitudes

In this linearized multireference model, each of `M` reference determinants carries a vector of `q` complex amplitudes, and the sum of these vectors, weighted by the reference coefficients `c μ`, is the target state. The coefficients are arbitrary complex numbers with no normalisation assumed, and the target is any vector `r` of `q` complex components. The theorem says that if `c μ₀` is nonzero and the amplitudes of all the other references are prescribed, exactly one choice of amplitudes gives `r`. The proof splits off the term of `μ₀` from the sum and solves for its amplitudes: subtract the other references' contribution from `r` and divide by `c μ₀`. It then checks that this solution works and that any other solution equals it.

The failing Lean file:

```lean
import Mathlib

open Finset ComplexConjugate

namespace ExistsUniqueOfPrescribed

noncomputable section

/-- Linearized cluster amplitudes: one vector of `q` complex amplitudes for each of
`M` reference determinants. -/
abbrev Amplitudes (M q : ℕ) := Fin M → Fin q → ℂ

variable {M q : ℕ}

/-- The linearized multireference ansatz: the amplitude vectors `t μ` of the references,
weighted by the reference coefficients `c μ`, add up to one target state. -/
def targetMap (c : Fin M → ℂ) : Amplitudes M q →ₗ[ℂ] (Fin q → ℂ) where
  toFun t := ∑ μ, c μ • t μ
  map_add' s t := by
    simp only [Pi.add_apply, smul_add, Finset.sum_add_distrib]
  map_smul' a t := by
    simp only [Pi.smul_apply, RingHom.id_apply, Finset.smul_sum]
    exact Finset.sum_congr rfl fun μ _ => smul_comm _ _ _

/-- Prescribing the amplitudes of all references except one whose coefficient is nonzero
leaves exactly one solution for each target state. -/
theorem existsUnique_of_prescribed {c : Fin M → ℂ} {μ₀ : Fin M} (h : c μ₀ ≠ 0)
    (u : Amplitudes M q) (r : Fin q → ℂ) :
    ∃! t : Amplitudes M q, targetMap c t = r ∧ ∀ ν, ν ≠ μ₀ → t ν = u ν := by
  -- separate the contribution of the free reference
  have split : ∀ t : Amplitudes M q,
      targetMap c t = c μ₀ • t μ₀ + ∑ ν ∈ univ.erase μ₀, c ν • t ν := fun t =>
    (Finset.add_sum_erase _ (fun ν => c ν • t ν) (Finset.mem_univ μ₀)).symm
  have hsum : ∀ t : Amplitudes M q, (∀ ν, ν ≠ μ₀ → t ν = u ν) →
      ∑ ν ∈ univ.erase μ₀, c ν • t ν = ∑ ν ∈ univ.erase μ₀, c ν • u ν := fun t ht =>
    Finset.sum_congr rfl fun ν hν => by rw [ht ν (Finset.ne_of_mem_erase hν)]
  refine ⟨Function.update u μ₀ ((c μ₀)⁻¹ • (r - ∑ ν ∈ univ.erase μ₀, c ν • u ν)),
    ⟨?_, fun ν hν => Function.update_of_ne hν _ _⟩, ?_⟩
  · rw [split, hsum _ (fun ν hν => Function.update_of_ne hν _ _), Function.update_self,
      smul_inv_smul₀ h, sub_add_cancel]
  · rintro t ⟨ht, hu⟩
    funext ν
    by_cases hν : ν = μ₀
    · rw [hν, Function.update_self, ← ht, split t, hsum t hu, add_sub_cancel_right,
        inv_smul_smul₀ h]
    · rw [Function.update_of_ne hν, hu ν hν]

end

end ExistsUniqueOfPrescribed
```

Compiling this gives:

```
Main.lean:39:35: error: Type mismatch
  Function.update_of_ne hν ?m.164 ?m.165
has type
  Function.update ?m.165 μ₀ ?m.164 ν = ?m.165 ν
but is expected to have type
  u ν = u ν
```

What went wrong. The error is in the check that the proposed solution gives `r`. There `hsum` should be applied to the updated family `Function.update u μ₀ …`, but the family is left as `_`, and `rw` fills it in by matching against the goal. After `rw [split]` the goal contains two kinds of sum over the other references: the intended one, over the updated family, and the sum of `c ν • u ν` inside the value given to `Function.update`. The latter also occurs in the split-off `μ₀` term, which `rw` searches first, so the placeholder became `u`. The check of the proof argument had been postponed until after this match, and its expected type was then `u ν = u ν`. `Function.update_of_ne` proves an equation whose left side is an updated function, and this did not fit.

The repair adds `hupd`, which applies `hsum` to `Function.update u μ₀ x` explicitly, for any vector `x`. The left side of `hupd` now contains `Function.update`, so it cannot match the inner sum over `u`; `rw [hupd]` goes on to the intended sum and finds `x` there. The proof argument is already checked inside `hupd`, where the family is known. The remaining rewrites are the same as before, and putting them on one line is mere tidying.

The change, after which it compiles:

```diff
@@ -35,8 +35,10 @@
       ∑ ν ∈ univ.erase μ₀, c ν • t ν = ∑ ν ∈ univ.erase μ₀, c ν • u ν := fun t ht =>
     Finset.sum_congr rfl fun ν hν => by rw [ht ν (Finset.ne_of_mem_erase hν)]
+  have hupd : ∀ x : Fin q → ℂ, ∑ ν ∈ univ.erase μ₀, c ν • Function.update u μ₀ x ν =
+      ∑ ν ∈ univ.erase μ₀, c ν • u ν := fun x =>
+    hsum (Function.update u μ₀ x) fun ν hν => Function.update_of_ne hν x u
   refine ⟨Function.update u μ₀ ((c μ₀)⁻¹ • (r - ∑ ν ∈ univ.erase μ₀, c ν • u ν)),
     ⟨?_, fun ν hν => Function.update_of_ne hν _ _⟩, ?_⟩
-  · rw [split, hsum _ (fun ν hν => Function.update_of_ne hν _ _), Function.update_self,
-      smul_inv_smul₀ h, sub_add_cancel]
+  · rw [split, hupd, Function.update_self, smul_inv_smul₀ h, sub_add_cancel]
   · rintro t ⟨ht, hu⟩
     funext ν
```
